# The n-th power of a linear combination of parafermion generators with ordered exchange phases is a scalar

To find the eigenvalues of $M=xX+yZ$ on a three-level system, with $X$ the cyclic shift, $Z$ the clock matrix and $x,y$ complex, cube it: $M^3=(x^3+y^3)\mathbf 1$, so every eigenvalue is a cube root of $x^3+y^3$. $M$ is not Hermitian unless $x=y=0$.

More generally, let $A_0,\dots,A_{N-1}$ satisfy $A_jA_i=wA_iA_j$ for $i<j$ and $A_i^n=1$, with $w$ a primitive $n$-th root of unity and $n>0$. Then $(\sum_i x_iA_i)^n=(\sum_i x_i^n)\mathbf 1$. In $\mathbb Z_n$ clock models this applies to operators linear in such generators. The terms of the usual clock-chain Hamiltonian with $n\ge2$ and two or more sites cannot themselves serve as the $A_i$: field terms on different sites commute, while the relations demand the phase $w\ne1$.

In Lean the generators live in any ring `R` that is a complex algebra, of finite or infinite dimension; no adjoint or Hilbert space enters. `x • A` is scalar multiplication, and `(1 : R)` is the identity operator.

```lean
import Mathlib

open Finset

namespace Parafermion

noncomputable section

variable {R : Type*} [Ring R] [Algebra ℂ R]
```

## The exchange phase, $BA=qAB$

Exchanging two generators costs a phase, as exchanging fermions costs a sign. By hand, it gives $BA^k=q^kA^kB$, which orders every product. Define $G_{m,0}=1$, $G_{0,k+1}=0$ and
$$G_{m+1,k+1}=G_{m,k}+q^{k+1}G_{m,k+1}.$$
If $(A+B)^m=\sum_{k=0}^m G_{m,k}A^kB^{m-k}$, multiply by $A+B$ from the left. For $k\ge1$, the coefficient of $A^kB^{m+1-k}$ becomes $G_{m,k-1}+q^kG_{m,k}=G_{m+1,k}$; for $k=0$ it stays 1. This is the induction in `q_binomial`, where `move` carries $B$ through $A^k$ and `gaussBinom_of_lt` supplies $G_{m,k}=0$ for $k>m$.

Without the exchange relation for a primitive cube root of unity, the opening formula for $n=3$ can fail: $A=B=1$ have unit cubes, but $(A+B)^3=8$, not 2.

The coefficients also satisfy
$$(1-q^{k+1})G_{m+1,k+1}=(1-q^{m+1})G_{m,k},$$
by induction on $m$. At $m=0$ both sides are $1-q$ for $k=0$ and vanish otherwise. In the step to $m+1$, the case $k=0$ reads $(1-q)(1+qG_{m+1,1})=1-q+q(1-q^{m+1})=1-q^{m+2}$. For $k=j+1$, the recursion and the hypothesis at $j+1$ turn the left side into
$$(1-q^{j+2})G_{m+1,j+1}+q^{j+2}(1-q^{m+1})G_{m,j+1}.$$
By the recursion and the hypothesis at $j$, the last term is $(q^{j+2}-q^{m+2})G_{m+1,j+1}$, so the total is $(1-q^{m+2})G_{m+1,j+1}$. `linear_combination` does this algebra.

```lean
/-- The Gaussian binomial coefficient with deformation parameter `q`, defined by its
Pascal recursion. -/
def gaussBinom (q : ℂ) : ℕ → ℕ → ℂ
  | _, 0 => 1
  | 0, _ + 1 => 0
  | m + 1, k + 1 => gaussBinom q m k + q ^ (k + 1) * gaussBinom q m (k + 1)

/-- A Gaussian binomial coefficient vanishes when its lower index exceeds its upper index. -/
theorem gaussBinom_of_lt (q : ℂ) {m k : ℕ} (h : m < k) : gaussBinom q m k = 0 := by
  induction m generalizing k with
  | zero =>
    cases k with
    | zero => omega
    | succ k => rfl
  | succ m ih =>
    cases k with
    | zero => omega
    | succ k =>
      have r : gaussBinom q (m + 1) (k + 1)
          = gaussBinom q m k + q ^ (k + 1) * gaussBinom q m (k + 1) := rfl
      rw [r, ih (by omega), ih (by omega)]
      ring

/-- Lowering both indices of a Gaussian binomial coefficient exchanges the factor
`1 - q^(k+1)` for `1 - q^(m+1)`. -/
theorem gaussBinom_absorb (q : ℂ) (m k : ℕ) :
    (1 - q ^ (k + 1)) * gaussBinom q (m + 1) (k + 1)
      = (1 - q ^ (m + 1)) * gaussBinom q m k := by
  have r : ∀ m k, gaussBinom q (m + 1) (k + 1)
      = gaussBinom q m k + q ^ (k + 1) * gaussBinom q m (k + 1) := fun _ _ => rfl
  have h0 : ∀ m, gaussBinom q m 0 = 1 := fun m => by cases m <;> rfl
  induction m generalizing k with
  | zero =>
    rw [r, gaussBinom_of_lt q (Nat.succ_pos k)]
    cases k with
    | zero => ring
    | succ k =>
      rw [gaussBinom_of_lt q (Nat.succ_pos k)]
      ring
  | succ m ih =>
    cases k with
    | zero =>
      have e := ih 0
      rw [h0] at e
      rw [r (m + 1) 0, h0]
      linear_combination q * e
    | succ j =>
      linear_combination (1 - q ^ (j + 2)) * r (m + 1) (j + 1) + q ^ (j + 2) * ih (j + 1)
        + q * ih j - q * (1 - q ^ (m + 1)) * r m j

/-- The q-binomial theorem: if `BA = q AB`, the powers of `A + B` expand in ordered
monomials with Gaussian binomial coefficients. -/
theorem q_binomial {q : ℂ} {A B : R} (h : B * A = q • (A * B)) (m : ℕ) :
    (A + B) ^ m = ∑ k ∈ range (m + 1), gaussBinom q m k • (A ^ k * B ^ (m - k)) := by
  have h0 : ∀ m, gaussBinom q m 0 = 1 := fun m => by cases m <;> rfl
  -- moving `B` through `k` factors of `A` costs the factor `q^k`
  have move : ∀ k : ℕ, B * A ^ k = q ^ k • (A ^ k * B) := by
    intro k
    induction k with
    | zero => simp
    | succ k ih =>
      calc B * A ^ (k + 1) = (B * A ^ k) * A := by rw [pow_succ, mul_assoc]
        _ = q ^ k • (A ^ k * (B * A)) := by rw [ih, smul_mul_assoc, mul_assoc]
        _ = q ^ (k + 1) • (A ^ (k + 1) * B) := by
          rw [h, mul_smul_comm, smul_smul, ← pow_succ, ← mul_assoc, ← pow_succ]
  induction m with
  | zero => simp [h0]
  | succ m ih =>
    have hA : A * ∑ k ∈ range (m + 1), gaussBinom q m k • (A ^ k * B ^ (m - k))
        = ∑ k ∈ range (m + 1), gaussBinom q m k • (A ^ (k + 1) * B ^ (m - k)) := by
      rw [mul_sum]
      refine sum_congr rfl fun k _ => ?_
      rw [mul_smul_comm, ← mul_assoc, ← pow_succ']
    have hB : B * ∑ k ∈ range (m + 1), gaussBinom q m k • (A ^ k * B ^ (m - k))
        = ∑ k ∈ range (m + 1),
            (q ^ (k + 1) * gaussBinom q m (k + 1)) • (A ^ (k + 1) * B ^ (m - k))
          + B ^ (m + 1) := by
      calc _ = ∑ k ∈ range (m + 1),
              (q ^ k * gaussBinom q m k) • (A ^ k * B ^ (m + 1 - k)) := by
            rw [mul_sum]
            refine sum_congr rfl fun k hk => ?_
            have hs : m + 1 - k = (m - k) + 1 := by
              have := mem_range.mp hk
              omega
            rw [hs, mul_smul_comm, ← mul_assoc, move, smul_mul_assoc, mul_assoc,
              ← pow_succ', smul_smul, mul_comm (gaussBinom q m k)]
        _ = ∑ k ∈ range (m + 1 + 1),
              (q ^ k * gaussBinom q m k) • (A ^ k * B ^ (m + 1 - k)) := by
            rw [sum_range_succ _ (m + 1), gaussBinom_of_lt q (Nat.lt_succ_self m),
              mul_zero, zero_smul, add_zero]
        _ = _ := by
            rw [sum_range_succ' _ (m + 1), h0]
            simp only [Nat.add_sub_add_right, pow_zero, one_mul, one_smul, Nat.sub_zero]
    have r : ∀ k, gaussBinom q (m + 1) (k + 1)
        = gaussBinom q m k + q ^ (k + 1) * gaussBinom q m (k + 1) := fun _ => rfl
    rw [pow_succ', ih, add_mul, hA, hB, sum_range_succ' _ (m + 1), ← add_assoc,
      ← sum_add_distrib, h0]
    simp only [r, add_smul, Nat.add_sub_add_right, pow_zero, one_mul, one_smul, Nat.sub_zero]
```

## A phase of order exactly $n$

Carrying $B$ past $n$ factors of $A$ gives the total phase $w^n=1$, while carrying it past $k$ factors with $0<k<n$ gives $w^k\ne1$. Set $q=w$ and $m+1=n$ in the last identity. The right side vanishes, while $1-w^{k+1}\ne0$ for $0<k+1<n$, so all interior coefficients are zero (`mid`). The end coefficients are 1, leaving $(A+B)^n=A^n+B^n$.

The condition $w^n=1$ alone is not enough: $w=1$, $n=3$, $A=B=1$ again gives 8. At $n=0$ the left side would be 1 and the right side 2.

```lean
/-- If `BA = w AB` with `w` a primitive `n`-th root of unity, `n > 0`, all mixed terms
cancel in the `n`-th power of `A + B`. -/
theorem add_pow_of_primitive {n : ℕ} (hn : 0 < n) {w : ℂ} (hw : IsPrimitiveRoot w n)
    {A B : R} (h : B * A = w • (A * B)) : (A + B) ^ n = A ^ n + B ^ n := by
  obtain ⟨m, rfl⟩ : ∃ m, n = m + 1 := ⟨n - 1, by omega⟩
  have h0 : gaussBinom w (m + 1) 0 = 1 := rfl
  have top : ∀ j, gaussBinom w j j = 1 := by
    intro j
    induction j with
    | zero => rfl
    | succ j ih =>
      have r : gaussBinom w (j + 1) (j + 1)
          = gaussBinom w j j + w ^ (j + 1) * gaussBinom w j (j + 1) := rfl
      rw [r, ih, gaussBinom_of_lt w (Nat.lt_succ_self j)]
      ring
  -- the interior coefficients vanish because `w^(m+1) = 1` but `w^(k+1) ≠ 1`
  have mid : ∀ k ∈ range m, gaussBinom w (m + 1) (k + 1) •
      (A ^ (k + 1) * B ^ (m + 1 - (k + 1))) = 0 := by
    intro k hk
    have hkm := mem_range.mp hk
    have e := gaussBinom_absorb w m k
    rw [hw.pow_eq_one, sub_self, zero_mul] at e
    have ne : 1 - w ^ (k + 1) ≠ 0 := by
      intro h1
      have := Nat.le_of_dvd k.succ_pos (hw.dvd_of_pow_eq_one _ (sub_eq_zero.mp h1).symm)
      omega
    rw [(mul_eq_zero.mp e).resolve_left ne, zero_smul]
  rw [q_binomial h, sum_range_succ, sum_range_succ', sum_eq_zero mid, top, h0]
  simp only [pow_zero, one_mul, one_smul, Nat.sub_zero, Nat.sub_self, mul_one, zero_add]
  exact add_comm _ _
```

## Unit $n$-th powers and a common ordering

$A_i^n=1$ says that $n$ applications of a generator return every state vector, phase included. Let $S=\sum_{i<N}x_iA_i$. Every earlier generator has the same exchange phase with $A_N$, so $(x_NA_N)S=wS(x_NA_N)$, which is `hc`. Hence $(S+x_NA_N)^n=S^n+x_N^nA_N^n$, and induction on $N$ finishes, starting from $0^n=0$.

Without unit powers, the same argument leaves $\sum_i x_i^nA_i^n$, which need not be a scalar. Without the common ordering, mixed terms can survive: for $n=3$ and the cyclic relations $BA=wAB$, $CB=wBC$, $AC=wCA$, the cube of $xA+yB+zC$ contains $3(1+w)xyz\,ABC$.

```lean
/-- For `N` parafermion generators with `A_j A_i = w A_i A_j` for `i < j` and `A_i^n = 1`,
where `w` is a primitive `n`-th root of unity and `n > 0`, the `n`-th power of a linear
combination is the sum of the `n`-th powers of its coefficients. -/
theorem parafermion_pow {n : ℕ} (hn : 0 < n) {w : ℂ} (hw : IsPrimitiveRoot w n)
    (N : ℕ) (A : ℕ → R) (x : ℕ → ℂ) (hA : ∀ i < N, A i ^ n = 1)
    (hcomm : ∀ i j, i < j → j < N → A j * A i = w • (A i * A j)) :
    (∑ i ∈ range N, x i • A i) ^ n = (∑ i ∈ range N, x i ^ n) • (1 : R) := by
  induction N with
  | zero => simp [hn.ne']
  | succ N ih =>
    -- the last generator w-commutes with the sum of all earlier ones
    have hc : (x N • A N) * ∑ i ∈ range N, x i • A i
        = w • ((∑ i ∈ range N, x i • A i) * (x N • A N)) := by
      rw [mul_sum, sum_mul, smul_sum]
      refine sum_congr rfl fun i hi => ?_
      simp only [smul_mul_assoc, mul_smul_comm]
      rw [hcomm i N (mem_range.mp hi) (Nat.lt_succ_self N)]
      module
    rw [sum_range_succ, sum_range_succ, add_pow_of_primitive hn hw hc,
      ih (fun i hi => hA i (by omega)) (fun i j hij hj => hcomm i j hij (by omega)),
      smul_pow, hA N (Nat.lt_succ_self N), add_smul]
```

## The cubic condition $1+w+w^2=0$

This condition encodes order three. It gives $w^3-1=(w-1)(1+w+w^2)=0$, and either $w=1$ or $w^2=1$ would force $3=0$. `primitive_three` checks both exponents, and the two-generator cube follows.

```lean
/-- A complex number with `1 + w + w² = 0` is a primitive cube root of unity. -/
theorem primitive_three {w : ℂ} (hw : 1 + w + w ^ 2 = 0) : IsPrimitiveRoot w 3 := by
  refine IsPrimitiveRoot.mk_of_lt w (by norm_num) (by linear_combination (w - 1) * hw) ?_
  intro l hl hl3 h
  have h3 : (3 : ℂ) = 0 := by
    interval_cases l
    · linear_combination hw - (w + 2) * h
    · linear_combination (2 - w) * hw + (w - 1) * h
  norm_num at h3

/-- For `BA = w AB`, `1 + w + w² = 0` and `A³ = B³ = 1`, the cube of `xA + yB` is the
scalar `x³ + y³`. -/
theorem parafermion_cube {w : ℂ} (hw : 1 + w + w ^ 2 = 0) {A B : R}
    (h : B * A = w • (A * B)) (hA : A ^ 3 = 1) (hB : B ^ 3 = 1) (x y : ℂ) :
    (x • A + y • B) ^ 3 = (x ^ 3 + y ^ 3) • (1 : R) := by
  have hc : (y • B) * (x • A) = w • ((x • A) * (y • B)) := by
    simp only [smul_mul_assoc, mul_smul_comm]
    rw [h]
    module
  rw [add_pow_of_primitive (by norm_num) (primitive_three hw) hc, smul_pow, smul_pow,
    hA, hB, add_smul]
```

A third generator is $C=A^2B$. Indeed $CA=A^2(wAB)=wAC$, and $BC=w^2A^2B^2$ gives $CB=wBC$. Moving each $B$ to the right gives $C^3=w^6A^6B^3=1$. These are `h1`, `h2` and `hC`; the binomial result then applies to $(xA+yB)+zC$.

```lean
/-- Under the same relations `BA = w AB`, `1 + w + w² = 0` and `A³ = B³ = 1`, the product
`A²B` serves as a third generator: the cube of `xA + yB + zA²B` is `x³ + y³ + z³`. -/
theorem parafermion_cube_three {w : ℂ} (hw : 1 + w + w ^ 2 = 0) {A B : R}
    (h : B * A = w • (A * B)) (hA : A ^ 3 = 1) (hB : B ^ 3 = 1) (x y z : ℂ) :
    (x • A + y • B + z • (A ^ 2 * B)) ^ 3 = (x ^ 3 + y ^ 3 + z ^ 3) • (1 : R) := by
  have w3 : w * w ^ 2 = 1 := by linear_combination (w - 1) * hw
  have w3' : w ^ 2 * w = 1 := by linear_combination (w - 1) * hw
  have h1 : A ^ 2 * B * A = w • (A * (A ^ 2 * B)) := by
    rw [mul_assoc, h, mul_smul_comm]
    congr 1
    noncomm_ring
  have hb : B * (A ^ 2 * B) = w ^ 2 • (A ^ 2 * B * B) := by
    calc B * (A ^ 2 * B) = (B * A) * (A * B) := by noncomm_ring
      _ = w • (A * (B * A) * B) := by
        rw [h, smul_mul_assoc, ← h]
        congr 1
        noncomm_ring
      _ = w ^ 2 • (A ^ 2 * B * B) := by
        rw [h, mul_smul_comm, smul_mul_assoc, smul_smul, ← sq w]
        congr 1
        noncomm_ring
  have h2 : A ^ 2 * B * B = w • (B * (A ^ 2 * B)) := by
    rw [hb, smul_smul, w3, one_smul]
  -- the new generator also cubes to one
  have hC : (A ^ 2 * B) ^ 3 = 1 := by
    calc (A ^ 2 * B) ^ 3 = (A ^ 2 * B) * (A ^ 2 * (B * (A ^ 2 * B))) := by noncomm_ring
      _ = w ^ 2 • ((A ^ 2 * B * A) * (A ^ 3 * (B * B))) := by
        rw [hb, mul_smul_comm, mul_smul_comm]
        congr 1
        noncomm_ring
      _ = w ^ 2 • ((A ^ 2 * B * A) * (B * B)) := by rw [hA, one_mul]
      _ = w ^ 2 • (w • (A ^ 3 * B ^ 3)) := by
        rw [h1, smul_mul_assoc]
        congr 2
        noncomm_ring
      _ = 1 := by rw [hA, hB, mul_one, smul_smul, w3', one_smul]
  have hc : (z • (A ^ 2 * B)) * (x • A + y • B)
      = w • ((x • A + y • B) * (z • (A ^ 2 * B))) := by
    simp only [smul_mul_assoc, mul_smul_comm, mul_add, add_mul]
    rw [h1, h2]
    module
  rw [add_pow_of_primitive (by norm_num) (primitive_three hw) hc,
    parafermion_cube hw h hA hB, smul_pow, hC, ← add_smul]
```

## Shift and clock matrices meet the conditions

Take $A=X$ (`shift`), $B=Z$ (`clock`) and $w=\omega=(-1+i\sqrt3)/2$, written `omega`. On basis states $e_j$, with $j$ modulo 3, $Xe_j=e_{j+1}$ and $Ze_j=\omega^je_j$. Thus $ZXe_j=\omega^{j+1}e_{j+1}=\omega XZe_j$, and $X^3=Z^3=1$. Since $\omega^2=(-1-i\sqrt3)/2$, also $1+\omega+\omega^2=0$. Lean compares matrix entries for the exchange relation and $X^3$, and cubes the diagonal for $Z^3$.

```lean
/-- The cube root of unity `(-1 + i√3)/2`. -/
def omega : ℂ := (-1 + (Real.sqrt 3 : ℂ) * Complex.I) / 2

/-- The shift matrix, which moves each of three levels cyclically to the next. -/
def shift : Matrix (Fin 3) (Fin 3) ℂ := !![0, 0, 1; 1, 0, 0; 0, 1, 0]

/-- The clock matrix, with the phases `1, ω, ω²` on the diagonal. -/
def clock : Matrix (Fin 3) (Fin 3) ℂ := Matrix.diagonal ![1, omega, omega ^ 2]

/-- The shift and clock matrices, with `ω = (-1 + i√3)/2`, satisfy the relations required
of `A`, `B` and `w` in the cubic identity. -/
theorem parafermion_cube_witness :
    1 + omega + omega ^ 2 = 0 ∧ clock * shift = omega • (shift * clock) ∧
      shift ^ 3 = 1 ∧ clock ^ 3 = 1 := by
  have hs : (Real.sqrt 3 : ℂ) ^ 2 = 3 := by
    rw [← Complex.ofReal_pow, Real.sq_sqrt (by norm_num)]
    norm_num
  have hw : 1 + omega + omega ^ 2 = 0 := by
    unfold omega
    linear_combination ((Real.sqrt 3 : ℂ) ^ 2 / 4) * Complex.I_sq - hs / 4
  have h3 : omega ^ 3 = 1 := by linear_combination (omega - 1) * hw
  refine ⟨hw, ?_, ?_, ?_⟩
  · ext i j
    rw [clock, Matrix.diagonal_mul, Matrix.smul_apply, Matrix.mul_diagonal]
    fin_cases i <;> fin_cases j <;> simp [shift]
    all_goals first | ring1 | linear_combination -h3
  · ext i j
    fin_cases i <;> fin_cases j <;>
      simp [shift, pow_succ, Matrix.mul_apply, Fin.sum_univ_succ]
  · have hd : (![1, omega, omega ^ 2] : Fin 3 → ℂ) ^ 3 = 1 := by
      funext i
      fin_cases i
      · show (1 : ℂ) ^ 3 = 1
        norm_num
      · show omega ^ 3 = 1
        exact h3
      · show (omega ^ 2) ^ 3 = 1
        linear_combination (omega ^ 3 + 1) * h3
    rw [clock, Matrix.diagonal_pow, hd]
    exact Matrix.diagonal_one

end

end Parafermion
```

```lean
#print axioms Parafermion.parafermion_pow
#print axioms Parafermion.parafermion_cube_three
```

```
'Parafermion.parafermion_pow' depends on axioms: [propext, Classical.choice, Quot.sound]
'Parafermion.parafermion_cube_three' depends on axioms: [propext, Classical.choice, Quot.sound]
```
